# The loss rate of a screened interaction is a golden-rule sum when v is Hermitian and P is a finite sum of broadened resonant poles

To get a GW lifetime I go through the final states one at a time. For each, I form the product density m of the initial and final orbitals, evaluate the screened interaction W at the energy loss ω, and book −2 Im⟨m, Wm⟩ as the rate of that channel (ħ = 1). This only makes sense if the number is never negative. I picture it as Fermi's golden rule: the electron drops in energy and creates an excitation s, with energy Ωₛ and transition density ρₛ, through a screened matrix element. With a Hermitian bare interaction v, a broadening η > 0 and † for the adjoint, I would write

P = ∑ₛ ρₛρₛ† / (ω − Ωₛ + iη),  W = (1 − vP)⁻¹v

−2 Im⟨m, Wm⟩ = ∑ₛ 2η |⟨ρₛ, W†m⟩|² / ((ω − Ωₛ)² + η²) ≥ 0.

Can this be made rigorous and machine-checked, including the existence of the inverse?

## Loss in W is loss in P, evaluated at W†m

Yes, for finite matrices, and the inverse always exists for this P. Write L(A, x) = −2 Im⟨x, Ax⟩ for the loss rate of a matrix A in a vector x, with ⟨x, y⟩ = ∑ᵢ x̄ᵢyᵢ.

Suppose first that P is any matrix with 1 − vP invertible. Since v(1 − Pv) = (1 − vP)v, the definition of W gives the first equation below; its adjoint, with v† = v, is the second:

W(1 − Pv) = v,  (1 − vP†)W† = v.

Subtracting them gives

W − W† = WPv − vP†W†.

Now multiply the first equation by P†W† from the right and the second by WP from the left:

vP†W† = WP†W† − WPvP†W†

WPv = WPW† − WPvP†W†.

The last terms cancel in the difference, so

W − W† = W(P − P†)W†.

For z = ⟨x, Ax⟩ we have i(z − z̄) = −2 Im z, hence L(A, x) = i⟨x, (A − A†)x⟩. Therefore

L(W, m) = i⟨W†m, (P − P†)W†m⟩ = L(P, W†m).

For the pole sum, ⟨x, Px⟩ = ∑ₛ |⟨ρₛ, x⟩|² / (ω − Ωₛ + iη). Because Im 1/(a + iη) = −η/(a² + η²) for real a,

L(P, x) = ∑ₛ 2η |⟨ρₛ, x⟩|² / ((ω − Ωₛ)² + η²).

Setting x = W†m gives your formula. Every term is nonnegative, and the sum vanishes only if every overlap ⟨ρₛ, x⟩ does.

## Why 1 − vP is never singular at η > 0

Let x = vPx and y = Px. Then ⟨x, Px⟩ = ⟨vy, y⟩ = ⟨y, vy⟩, which is real because v is Hermitian. So L(P, x) = 0 and all overlaps ⟨ρₛ, x⟩ vanish. Since

Px = ∑ₛ ρₛ⟨ρₛ, x⟩ / (ω − Ωₛ + iη),

we get Px = 0 and x = vPx = 0. A square matrix with no nonzero null vector is invertible.

## At fixed η > 0 the rate is zero exactly when the bare elements are

The rate in m is zero exactly when all bare elements ⟨ρₛ, vm⟩ are zero. The adjoint equations can be written in two ways:

W† = v + vP†W† = v + W†P†v.

The matrix P† annihilates any vector that has no overlap with the ρₛ. If all screened elements vanish, the first form gives W†m = vm; if all bare elements vanish, the second form gives the same. In either case the two sets of elements coincide.

This is a statement about exact zeros at fixed η > 0, where every Lorentzian has a tail at every ω. It does not limit how much screening changes the rate. For one excitation with v = ρ = m = 1 and ω = Ω + 1, the sum with bare elements is 2η/(1 + η²), while the screened rate is 2/η. As η → 0 the first vanishes and the second diverges, because W has a collective pole where P has none.

## What the Lean statements say

The type `n` labels basis functions and `ι` labels excitations; both are finite. Operators are complex matrices, `ᴴ` is the adjoint (a star in the comments), and `star x ⬝ᵥ A *ᵥ x` is ⟨x, Ax⟩. This is the plain inner product, so the basis is taken as orthonormal. The vectors `ρ s` and `m` are densities and are not normalised.

`golden_rule` states the sum formula and its nonnegativity for Hermitian `v`, real `Ω` and `ω`, and `0 < η`. `isUnit_one_sub` supplies the inverse, and `lossRate_screened_eq_zero_iff` is the zero-rate criterion. `screened_sub_adjoint` also needs Hermitian `v`, but it holds for any `P` with 1 − vP invertible.

Hermiticity of v says that the bare interaction itself absorbs nothing. The positive η is a common broadening of all excitations, with the sign that makes them absorb energy. It stays fixed: 2η/((ω − Ωₛ)² + η²) is a broadened 2πδ(ω − Ωₛ), and no limit is taken. P contains resonant terms only, without the antiresonant partners of a full random-phase polarizability. The sum over final states, the occupations and the quasiparticle renormalisation that complete a GW lifetime are left out as well.

```lean
import Mathlib

open Matrix

namespace GWLifetimes

noncomputable section

variable {n ι : Type*} [Fintype n] [DecidableEq n] [Fintype ι]

/-- The screened interaction `W = (1 - vP)⁻¹ v`, for `1 - vP` invertible. -/
def screened (v P : Matrix n n ℂ) : Matrix n n ℂ := (1 - v * P)⁻¹ * v

/-- The polarizability `∑ₛ ρₛ ρₛ* / (ω - Ωₛ + iη)` with transition densities `ρₛ` and
excitation energies `Ωₛ`, for `η ≠ 0` or `ω` different from every `Ωₛ`. -/
def polarizability (ρ : ι → n → ℂ) (Ω : ι → ℝ) (ω η : ℝ) : Matrix n n ℂ :=
  ∑ s, (((ω - Ω s : ℝ) : ℂ) + (η : ℂ) * Complex.I)⁻¹ • vecMulVec (ρ s) (star (ρ s))

/-- The loss rate `-2 Im ⟨x, A x⟩` of the matrix `A` in the vector `x`, which need not be
normalised. -/
def lossRate (A : Matrix n n ℂ) (x : n → ℂ) : ℝ := -2 * (star x ⬝ᵥ A *ᵥ x).im

omit [DecidableEq n] in
/-- The loss rate of `A` in `x` equals `i ⟨x, (A - A*) x⟩`. -/
theorem lossRate_eq (A : Matrix n n ℂ) (x : n → ℂ) :
    (lossRate A x : ℂ) = Complex.I * (star x ⬝ᵥ (A - Aᴴ) *ᵥ x) := by
  have h : star x ⬝ᵥ Aᴴ *ᵥ x = star (star x ⬝ᵥ A *ᵥ x) := by
    rw [Matrix.star_dotProduct, Matrix.star_mulVec, conjTranspose_conjTranspose,
      ← Matrix.dotProduct_mulVec]
  rw [Matrix.sub_mulVec, dotProduct_sub, h, lossRate]
  generalize star x ⬝ᵥ A *ᵥ x = z
  apply Complex.ext
  · simp
    ring
  · simp

/-- The screened interaction solves `(1 - vP) W = v` and `W (1 - Pv) = v`. -/
theorem screened_equations {v P : Matrix n n ℂ} (h : IsUnit (1 - v * P)) :
    (1 - v * P) * screened v P = v ∧ screened v P * (1 - P * v) = v := by
  have hdet := (Matrix.isUnit_iff_isUnit_det _).mp h
  constructor
  · rw [screened, ← mul_assoc, Matrix.mul_nonsing_inv _ hdet, one_mul]
  · have hc : v * (1 - P * v) = (1 - v * P) * v := by noncomm_ring
    rw [screened, mul_assoc, hc, ← mul_assoc, Matrix.nonsing_inv_mul _ hdet, one_mul]

/-- For a Hermitian bare interaction, `W - W* = W (P - P*) W*`. -/
theorem screened_sub_adjoint {v P : Matrix n n ℂ} (hv : v.IsHermitian)
    (h : IsUnit (1 - v * P)) :
    screened v P - (screened v P)ᴴ = screened v P * (P - Pᴴ) * (screened v P)ᴴ := by
  have a := (screened_equations h).2
  have b := congrArg conjTranspose a
  simp only [conjTranspose_mul, conjTranspose_sub, conjTranspose_one, hv.eq] at b
  -- `a - b`, plus `a` times P*W* from the right, minus `b` times WP from the left
  linear_combination (norm := noncomm_ring)
    a - b + a * (Pᴴ * (screened v P)ᴴ) - (screened v P * P) * b

/-- For Hermitian `v` and invertible `1 - vP`, the loss rate of `W` in the vector `m` is the loss
rate of `P` in the vector `W* m`. -/
theorem lossRate_screened {v P : Matrix n n ℂ} (hv : v.IsHermitian)
    (h : IsUnit (1 - v * P)) (m : n → ℂ) :
    lossRate (screened v P) m = lossRate P ((screened v P)ᴴ *ᵥ m) := by
  apply Complex.ofReal_injective
  rw [lossRate_eq, lossRate_eq, screened_sub_adjoint hv h, Matrix.star_mulVec,
    conjTranspose_conjTranspose, ← Matrix.dotProduct_mulVec]
  simp only [Matrix.mulVec_mulVec, Matrix.mul_assoc]

omit [DecidableEq n] in
/-- The polarizability acts on `x` by superposing the transition densities, each weighted
by its pole factor and its overlap with `x`. -/
theorem polarizability_mulVec (ρ : ι → n → ℂ) (Ω : ι → ℝ) (ω η : ℝ) (x : n → ℂ) :
    polarizability ρ Ω ω η *ᵥ x =
      ∑ s, ((((ω - Ω s : ℝ) : ℂ) + (η : ℂ) * Complex.I)⁻¹ * (star (ρ s) ⬝ᵥ x)) • ρ s := by
  ext i
  simp only [polarizability, Matrix.mulVec, dotProduct, Matrix.sum_apply, Matrix.smul_apply,
    Matrix.vecMulVec_apply, smul_eq_mul, Finset.sum_apply, Pi.smul_apply, Finset.sum_mul,
    Finset.mul_sum]
  rw [Finset.sum_comm]
  refine Finset.sum_congr rfl fun s _ => Finset.sum_congr rfl fun j _ => ?_
  ring

omit [DecidableEq n] in
/-- The loss rate of the polarizability is a sum of Lorentzians weighted by the squared
overlaps with the transition densities. -/
theorem lossRate_polarizability (ρ : ι → n → ℂ) (Ω : ι → ℝ) (ω η : ℝ) (x : n → ℂ) :
    lossRate (polarizability ρ Ω ω η) x =
      ∑ s, 2 * η * ‖star (ρ s) ⬝ᵥ x‖ ^ 2 / ((ω - Ω s) ^ 2 + η ^ 2) := by
  have key : ∀ a : ι → ℂ, star x ⬝ᵥ (∑ s, a s • ρ s) = ∑ s, a s * (star x ⬝ᵥ ρ s) := by
    intro a
    simp only [dotProduct, Finset.sum_apply, Pi.smul_apply, smul_eq_mul, Finset.mul_sum]
    rw [Finset.sum_comm]
    refine Finset.sum_congr rfl fun s _ => Finset.sum_congr rfl fun j _ => ?_
    ring
  rw [lossRate, polarizability_mulVec, key, Complex.im_sum, Finset.mul_sum]
  refine Finset.sum_congr rfl fun s _ => ?_
  have h : star x ⬝ᵥ ρ s = star (star (ρ s) ⬝ᵥ x) := by rw [Matrix.star_dotProduct]
  rw [h]
  generalize star (ρ s) ⬝ᵥ x = z
  have hz : z * star z = ((‖z‖ ^ 2 : ℝ) : ℂ) := by
    rw [Complex.sq_norm]
    exact Complex.mul_conj z
  have him : (((ω - Ω s : ℝ) : ℂ) + (η : ℂ) * Complex.I).im = η := by simp
  rw [mul_assoc, hz, Complex.im_mul_ofReal, Complex.inv_im, him, Complex.normSq_add_mul_I]
  ring

omit [DecidableEq n] in
/-- For `η > 0` the polarizability is lossless in `x` exactly when `x` is orthogonal to
every transition density. -/
theorem lossRate_polarizability_eq_zero_iff (ρ : ι → n → ℂ) (Ω : ι → ℝ) (ω : ℝ) {η : ℝ}
    (hη : 0 < η) (x : n → ℂ) :
    lossRate (polarizability ρ Ω ω η) x = 0 ↔ ∀ s, star (ρ s) ⬝ᵥ x = 0 := by
  rw [lossRate_polarizability,
    Finset.sum_eq_zero_iff_of_nonneg (fun s _ => by positivity)]
  constructor
  · intro h s
    by_contra hne
    have hn := norm_pos_iff.mpr hne
    have hp : 0 < 2 * η * ‖star (ρ s) ⬝ᵥ x‖ ^ 2 / ((ω - Ω s) ^ 2 + η ^ 2) := by positivity
    exact hp.ne' (h s (Finset.mem_univ s))
  · intro h s _
    simp [h s]

/-- For Hermitian `v` and `η > 0` the matrix `1 - vP` is invertible at every real
frequency. -/
theorem isUnit_one_sub {v : Matrix n n ℂ} (hv : v.IsHermitian) (ρ : ι → n → ℂ)
    (Ω : ι → ℝ) (ω : ℝ) {η : ℝ} (hη : 0 < η) :
    IsUnit (1 - v * polarizability ρ Ω ω η) := by
  rw [Matrix.isUnit_iff_isUnit_det, isUnit_iff_ne_zero]
  intro hdet
  obtain ⟨x, hx, h0⟩ := Matrix.exists_mulVec_eq_zero_iff.mpr hdet
  rw [Matrix.sub_mulVec, Matrix.one_mulVec, ← Matrix.mulVec_mulVec, sub_eq_zero] at h0
  -- for a null vector x = vPx the number ⟨x, Px⟩ is real
  have h1 : star x ⬝ᵥ polarizability ρ Ω ω η *ᵥ x =
      star (star (polarizability ρ Ω ω η *ᵥ x) ⬝ᵥ
        v *ᵥ (polarizability ρ Ω ω η *ᵥ x)) := by
    rw [← h0, Matrix.star_dotProduct]
  have h2 : lossRate v (polarizability ρ Ω ω η *ᵥ x) = 0 := by
    apply Complex.ofReal_injective
    rw [lossRate_eq, hv.eq, sub_self]
    simp
  have h3 : lossRate (polarizability ρ Ω ω η) x = 0 := by
    rw [lossRate] at h2 ⊢
    rw [h1, Complex.star_def, Complex.conj_im]
    linarith
  -- hence x has no overlap with any transition density, and Px = 0
  have h4 := (lossRate_polarizability_eq_zero_iff ρ Ω ω hη x).mp h3
  have h5 : polarizability ρ Ω ω η *ᵥ x = 0 := by
    rw [polarizability_mulVec]
    simp [h4]
  rw [h5, Matrix.mulVec_zero] at h0
  exact hx h0

/-- Golden rule with screened matrix elements, for Hermitian `v` and `η > 0`: `-2 Im ⟨m, W m⟩` is
the sum over excitations of `|⟨ρₛ, W* m⟩|²` times a Lorentzian at `Ωₛ`, and it is nonnegative. -/
theorem golden_rule {v : Matrix n n ℂ} (hv : v.IsHermitian) (ρ : ι → n → ℂ)
    (Ω : ι → ℝ) (ω : ℝ) {η : ℝ} (hη : 0 < η) (m : n → ℂ) :
    lossRate (screened v (polarizability ρ Ω ω η)) m =
      ∑ s, 2 * η * ‖star (ρ s) ⬝ᵥ (screened v (polarizability ρ Ω ω η))ᴴ *ᵥ m‖ ^ 2 /
        ((ω - Ω s) ^ 2 + η ^ 2) ∧
    0 ≤ lossRate (screened v (polarizability ρ Ω ω η)) m := by
  rw [lossRate_screened hv (isUnit_one_sub hv ρ Ω ω hη), lossRate_polarizability]
  exact ⟨rfl, Finset.sum_nonneg fun s _ => by positivity⟩

/-- For Hermitian `v` and `η > 0`, the loss rate of `W` in the vector `m` vanishes exactly when
every bare matrix element `⟨ρₛ, v m⟩` vanishes. -/
theorem lossRate_screened_eq_zero_iff {v : Matrix n n ℂ} (hv : v.IsHermitian)
    (ρ : ι → n → ℂ) (Ω : ι → ℝ) (ω : ℝ) {η : ℝ} (hη : 0 < η) (m : n → ℂ) :
    lossRate (screened v (polarizability ρ Ω ω η)) m = 0 ↔
      ∀ s, star (ρ s) ⬝ᵥ v *ᵥ m = 0 := by
  have hu := isUnit_one_sub hv ρ Ω ω hη
  rw [lossRate_screened hv hu, lossRate_polarizability_eq_zero_iff ρ Ω ω hη]
  -- P* annihilates every vector without overlap with the transition densities
  have hP : ∀ x : n → ℂ, (∀ s, star (ρ s) ⬝ᵥ x = 0) →
      (polarizability ρ Ω ω η)ᴴ *ᵥ x = 0 := by
    intro x hx
    have hadj : (polarizability ρ Ω ω η)ᴴ = polarizability ρ Ω ω (-η) := by
      ext i j
      simp only [polarizability, conjTranspose_apply, Matrix.sum_apply, Matrix.smul_apply,
        Matrix.vecMulVec_apply, smul_eq_mul, star_sum, star_mul', Pi.star_apply, star_star]
      refine Finset.sum_congr rfl fun s _ => ?_
      have hc : star ((((ω - Ω s : ℝ) : ℂ) + (η : ℂ) * Complex.I)⁻¹) =
          (((ω - Ω s : ℝ) : ℂ) + ((-η : ℝ) : ℂ) * Complex.I)⁻¹ := by
        rw [star_inv₀]
        congr 1
        apply Complex.ext <;> simp
      rw [hc]
      ring
    rw [hadj, polarizability_mulVec]
    simp [hx]
  obtain ⟨a, b⟩ := screened_equations hu
  replace a := congrArg conjTranspose a
  replace b := congrArg conjTranspose b
  simp only [conjTranspose_mul, conjTranspose_sub, conjTranspose_one, hv.eq] at a b
  generalize (screened v (polarizability ρ Ω ω η))ᴴ = W at a b ⊢
  generalize (polarizability ρ Ω ω η)ᴴ = Q at a b hP
  have ea : W = v + W * (Q * v) := by linear_combination (norm := noncomm_ring) a
  have eb : W = v + v * (Q * W) := by linear_combination (norm := noncomm_ring) b
  constructor
  · intro h
    have hW : W *ᵥ m = v *ᵥ m := by
      calc W *ᵥ m = (v + v * (Q * W)) *ᵥ m := by rw [← eb]
        _ = v *ᵥ m := by
          rw [Matrix.add_mulVec, ← Matrix.mulVec_mulVec, ← Matrix.mulVec_mulVec, hP _ h,
            Matrix.mulVec_zero, add_zero]
    rwa [hW] at h
  · intro h
    have hW : W *ᵥ m = v *ᵥ m := by
      calc W *ᵥ m = (v + W * (Q * v)) *ᵥ m := by rw [← ea]
        _ = v *ᵥ m := by
          rw [Matrix.add_mulVec, ← Matrix.mulVec_mulVec, ← Matrix.mulVec_mulVec, hP _ h,
            Matrix.mulVec_zero, add_zero]
    rwa [hW]

end

end GWLifetimes
```

```lean
#print axioms GWLifetimes.golden_rule
#print axioms GWLifetimes.lossRate_screened_eq_zero_iff
```

```
'GWLifetimes.golden_rule' depends on axioms: [propext, Classical.choice, Quot.sound]
'GWLifetimes.lossRate_screened_eq_zero_iff' depends on axioms: [propext, Classical.choice, Quot.sound]
```

## How the Lean proof follows the algebra

`lossRate_eq` is the identity L(A, x) = i⟨x, (A − A†)x⟩. `screened_equations` provides the left and right equations for W when 1 − vP is invertible. In `screened_sub_adjoint`, `a` and `b` are the two equations multiplied above, and `linear_combination` takes exactly those multiples, while `noncomm_ring` checks the cancellation without commuting any matrices. `lossRate_screened` then moves W onto the vector.

`polarizability_mulVec` writes Px as a superposition of the ρₛ. `lossRate_polarizability` uses it to get the Lorentzians, taking the imaginary part of each inverse denominator. `lossRate_polarizability_eq_zero_iff` uses the fact that a sum of nonnegative terms vanishes only term by term.

`isUnit_one_sub` argues by contradiction: a zero determinant yields a nonzero x with x = vPx. Steps `h1` to `h3` show that its loss rate in P is zero, `h4` removes the overlaps, and `h5` gives Px = 0. `golden_rule` combines these results.

In the last theorem, `hadj` identifies P† as the same pole sum with −η, which gives `hP`, the annihilation property. The equations `eb` and `ea` are the two forms of W† above, used in that order for the two directions.

## The same rate twice in a calculation

If the columns of `R` are the ρₛ and `Omega` is the array of energies, a NumPy version reads:

```python
P = (R / (w - Omega + 1j*eta)) @ R.conj().T
W = np.linalg.solve(np.eye(len(v)) - v @ P, v)
rate = -2 * np.vdot(m, W @ m).imag

y = W.conj().T @ m
terms = 2*eta * abs(R.conj().T @ y)**2 / ((w - Omega)**2 + eta**2)
```

Up to rounding, `rate` equals `terms.sum()`, and `terms` resolves the loss by excitation. A clearly negative `rate` in this finite, resonant model therefore points to a non-Hermitian `v`, a wrong sign of `eta` or a numerical problem in the solve.

## One basis function, one excitation

Take v = ρ = m = 1, η = 1 and ω = Ω + 1. Then

P = 1/(1 + i) = (1 − i)/2

1 − vP = (1 + i)/2

W = 2/(1 + i) = 1 − i.

The direct rate is −2 Im W = 2. The golden rule gives 2 · |W|² / (1 + 1) = 2 · 2/2 = 2, in agreement. With the bare element v in place of W† it would give 1, so screening doubles the rate here.

At ω = Ω the same steps give W = (1 − i)/2 and a rate of 1, while the bare element would give 2. The rate is thus larger at Ω + 1 than at the centre of the Lorentzian, because the screened element also depends on ω. With η = 0 and ω = Ω + 1, 1 − vP would be zero, which shows why the broadening matters for the inverse.
